# The tilted-frame formula as an upper bound on real spin-lock decay rates when R₁ ≤ R₂

A spin-lock decay rate can be read off a simulated decay curve or off the spectrum of the Bloch equations. Here it is spectral: a real number r is a decay rate if some nonzero real magnetisation decays as exp(−rt) without changing direction. The oscillating modes, which belong to complex eigenvalues, are left out.

Admitting complex r would bring those modes in, but the difference between the tilted-frame rate and r would then be complex, and an inequality would need a separate statement about real parts.

In Lean 4 with Mathlib:

```lean
import Mathlib

open Matrix

namespace OffResonanceSpinLock

noncomputable section
```

The model is a single magnetisation in the rotating frame, without chemical exchange, under a constant, uniform lock field. R₁ and R₂ are the longitudinal and transverse relaxation rates, ω is the lock amplitude along x and δ the offset, both as angular frequencies. The vector m = (m_x, m_y, m_z) is the deviation from the steady state, so the constant recovery term of the Bloch equations is absent:

dm/dt = A m

The matrix A is `blochMatrix`, with rows and columns in the order x, y, z.

```lean
/-- The relaxation and precession matrix of the Bloch equations in the rotating frame, with
longitudinal rate `R₁`, transverse rate `R₂`, lock amplitude `ω` along x and offset `δ`. -/
def blochMatrix (R₁ R₂ ω δ : ℝ) : Matrix (Fin 3) (Fin 3) ℝ :=
  !![-R₂, -δ, 0; δ, -R₂, -ω; 0, ω, -R₁]
```

In the next definition `Fin 3 → ℝ` is the type of real three-component vectors, `*ᵥ` applies the matrix to a vector, and `•` multiplies by a scalar.

```lean
/-- `r` is a real decay rate if some nonzero magnetisation `m` is an eigenvector of the Bloch
matrix with eigenvalue `-r`. -/
def IsDecayRate (R₁ R₂ ω δ r : ℝ) : Prop :=
  ∃ m : Fin 3 → ℝ, m ≠ 0 ∧ blochMatrix R₁ R₂ ω δ *ᵥ m = (-r) • m
```

The tilted-frame formula weights the two relaxation rates by the squared direction cosines of the effective field. Write W² = ω² + δ² and T for `tiltedRate`:

T = (R₁δ² + R₂ω²)/W²

```lean
/-- The tilted-frame formula for the spin-lock relaxation rate, the average of `R₁` and `R₂`
with weights `δ²` and `ω²`; its domain is `ω² + δ² ≠ 0`. -/
def tiltedRate (R₁ R₂ ω δ : ℝ) : ℝ :=
  (R₁ * δ ^ 2 + R₂ * ω ^ 2) / (ω ^ 2 + δ ^ 2)
```

Most parts assume R₁ ≤ R₂, meaning that transverse magnetisation relaxes at least as fast as longitudinal magnetisation. Neither rate has to be positive. Where T is compared with r, the effective field is nonzero, W² > 0.

## (a) The secular equation

Show that r is a decay rate if and only if

(R₂ − r)²(R₁ − r) + (R₂ − r)ω² + (R₁ − r)δ² = 0.

**Solution.** The condition A m = −r m is (A + r·1)m = 0, which has a nonzero solution exactly when det(A + r·1) = 0. Put a = R₂ − r and b = R₁ − r. Expanding along the first row gives

det(A + r·1) = −a(ab + ω²) − bδ² = −(a²b + aω² + bδ²),

and this vanishes exactly when the stated cubic does.

In the code, `hdet` is the expansion and `hker` the passage to a null vector. `Matrix.exists_mulVec_eq_zero_iff` links null vectors to the determinant.

```lean
variable {R₁ R₂ ω δ r : ℝ}

/-- The real decay rates are the real roots of the cubic secular equation of the Bloch matrix. -/
theorem isDecayRate_iff : IsDecayRate R₁ R₂ ω δ r ↔
    (R₂ - r) ^ 2 * (R₁ - r) + (R₂ - r) * ω ^ 2 + (R₁ - r) * δ ^ 2 = 0 := by
  have hdet : (blochMatrix R₁ R₂ ω δ + r • (1 : Matrix (Fin 3) (Fin 3) ℝ)).det =
      -((R₂ - r) ^ 2 * (R₁ - r) + (R₂ - r) * ω ^ 2 + (R₁ - r) * δ ^ 2) := by
    simp [blochMatrix, Matrix.det_fin_three]
    ring
  -- an eigenvector for `-r` is a null vector of the shifted matrix
  have hker : ∀ m : Fin 3 → ℝ,
      (blochMatrix R₁ R₂ ω δ + r • (1 : Matrix (Fin 3) (Fin 3) ℝ)) *ᵥ m = 0 ↔
        blochMatrix R₁ R₂ ω δ *ᵥ m = (-r) • m := by
    intro m
    rw [Matrix.add_mulVec, Matrix.smul_mulVec, Matrix.one_mulVec, neg_smul,
      eq_neg_iff_add_eq_zero]
  unfold IsDecayRate
  simp only [← hker]
  rw [Matrix.exists_mulVec_eq_zero_iff, hdet, neg_eq_zero]
```

## (b) Where the decay rates lie

Let R₁ ≤ R₂. Show that every decay rate satisfies

R₁ ≤ r ≤ R₂.

**Solution.** If r < R₁, then a and b are both positive. The term a²b is positive and the other two are nonnegative, so the cubic cannot vanish. If r > R₂, then a and b are both negative, a²b is negative and the other two terms are at most zero. Again the sum is not zero.

The two bullets of the proof are these two cases. In each, `h1`, `h2` and `h3` record the signs of the three terms.

```lean
/-- If `R₁ ≤ R₂`, every real decay rate lies between `R₁` and `R₂`. -/
theorem decayRate_mem_Icc (h : R₁ ≤ R₂) (hr : IsDecayRate R₁ R₂ ω δ r) :
    R₁ ≤ r ∧ r ≤ R₂ := by
  have hs := isDecayRate_iff.1 hr
  constructor
  · -- below `R₁` every term of the secular equation is nonnegative, the first one positive
    by_contra hlt
    have hb : 0 < R₁ - r := by linarith [not_le.1 hlt]
    have ha : 0 < R₂ - r := by linarith
    have h1 := mul_pos (pow_pos ha 2) hb
    have h2 := mul_nonneg ha.le (sq_nonneg ω)
    have h3 := mul_nonneg hb.le (sq_nonneg δ)
    linarith
  · -- above `R₂` all signs are reversed
    by_contra hlt
    have ha : 0 < r - R₂ := by linarith [not_le.1 hlt]
    have hb : 0 < r - R₁ := by linarith
    have h1 := mul_pos (pow_pos ha 2) hb
    have h2 := mul_nonneg ha.le (sq_nonneg ω)
    have h3 := mul_nonneg hb.le (sq_nonneg δ)
    nlinarith
```

## (c) The exact error

Let W² > 0. Show that for every decay rate r

T − r = (R₂ − r)²(r − R₁)/W².

**Solution.** Multiply the left side by W² and collect terms:

W²(T − r) = R₁δ² + R₂ω² − r(ω² + δ²) = (R₁ − r)δ² + (R₂ − r)ω².

By (a) the right side equals −(R₂ − r)²(R₁ − r), which is (R₂ − r)²(r − R₁). Division by W² gives the claim. No ordering of R₁ and R₂ is used.

The rewriting steps clear the denominator, and `linear_combination hs` inserts the secular equation.

```lean
/-- The exact error of the tilted-frame formula, for a nonzero effective field, in terms of the
true decay rate `r`. -/
theorem tiltedRate_sub (hW : 0 < ω ^ 2 + δ ^ 2) (hr : IsDecayRate R₁ R₂ ω δ r) :
    tiltedRate R₁ R₂ ω δ - r = (R₂ - r) ^ 2 * (r - R₁) / (ω ^ 2 + δ ^ 2) := by
  have hs := isDecayRate_iff.1 hr
  unfold tiltedRate
  rw [eq_div_iff hW.ne', sub_mul, div_mul_cancel₀ _ hW.ne']
  linear_combination hs
```

## (d) Two-sided bounds on the error

Let R₁ ≤ R₂ and W² > 0. Show that for every decay rate r

0 ≤ T − r ≤ 4(R₂ − R₁)³/(27W²).

**Solution.** The lower bound follows from (c), since r ≥ R₁ by (b). For the upper bound put D = R₂ − R₁ and x = r − R₁, so that 0 ≤ x ≤ D. Multiplying out confirms

4D³ − 27x(D − x)² = (D − 3x)²(4D − 3x).

The last factor is at least D, hence nonnegative, and so x(D − x)² ≤ 4D³/27. Divide by W².

In the code, `hpos` is the sign of the last factor and `key` is the inequality before division. The square supplied to `nlinarith` is (D − 3x)², written as `(R₂ + 2 * R₁ - 3 * r) ^ 2`.

```lean
/-- For `R₁ ≤ R₂` and a nonzero effective field, the tilted-frame formula never underestimates
a real decay rate, and it overestimates it by at most `4 (R₂ - R₁)³ / (27 (ω² + δ²))`. -/
theorem tiltedRate_error_bounds (h : R₁ ≤ R₂) (hW : 0 < ω ^ 2 + δ ^ 2)
    (hr : IsDecayRate R₁ R₂ ω δ r) :
    0 ≤ tiltedRate R₁ R₂ ω δ - r ∧
      tiltedRate R₁ R₂ ω δ - r ≤ 4 * (R₂ - R₁) ^ 3 / (27 * (ω ^ 2 + δ ^ 2)) := by
  obtain ⟨h1, h2⟩ := decayRate_mem_Icc h hr
  rw [tiltedRate_sub hW hr]
  constructor
  · exact div_nonneg (mul_nonneg (sq_nonneg _) (sub_nonneg.2 h1)) hW.le
  · -- on the interval from `R₁` to `R₂` the cubic in the numerator is largest one third of the way
    have hpos : 0 ≤ 4 * (R₂ - R₁) - 3 * (r - R₁) := by linarith
    have key : (R₂ - r) ^ 2 * (r - R₁) ≤ 4 * (R₂ - R₁) ^ 3 / 27 := by
      nlinarith [mul_nonneg (sq_nonneg (R₂ + 2 * R₁ - 3 * r)) hpos]
    rw [← div_div]
    exact div_le_div_of_nonneg_right key hW.le
```

In data analysis the formula is often inverted to obtain R₂ from a measured rate r and a known R₁, with ω ≠ 0:

R₂(est) = (rW² − R₁δ²)/ω² = R₂ − (T − r)W²/ω².

Within this exchange-free model the estimate is therefore never too high, and it is too low by at most 4D³/(27ω²). With R₁ = 1 s⁻¹, R₂ = 10 s⁻¹ and an effective field of 1 kHz (W ≈ 6283 rad/s), the bound on T − r is about 2.7 × 10⁻⁶ s⁻¹.

## (e) When the upper bound is reached

Under the assumptions of (d), show that the error equals its upper bound if and only if

r = R₁ + (R₂ − R₁)/3.

**Solution.** By the factorisation in (d), equality means (D − 3x)²(4D − 3x) = 0. If the first factor vanishes, x = D/3. If the second does, 4D = 3x ≤ 3D, which forces D = 0 and x = 0, and again x = D/3. Conversely, x = D/3 makes the product zero.

The proof forms this product as `hf` and splits it with `mul_eq_zero`. The converse is substitution.

```lean
/-- For `R₁ ≤ R₂` and a nonzero effective field, the error of the tilted-frame formula at a real
decay rate equals the bound `4 (R₂ - R₁)³ / (27 (ω² + δ²))` exactly when the decay rate lies one
third of the way from `R₁` to `R₂`. -/
theorem tiltedRate_error_eq_max_iff (h : R₁ ≤ R₂) (hW : 0 < ω ^ 2 + δ ^ 2)
    (hr : IsDecayRate R₁ R₂ ω δ r) :
    tiltedRate R₁ R₂ ω δ - r = 4 * (R₂ - R₁) ^ 3 / (27 * (ω ^ 2 + δ ^ 2)) ↔
      r = R₁ + (R₂ - R₁) / 3 := by
  obtain ⟨h1, h2⟩ := decayRate_mem_Icc h hr
  rw [tiltedRate_sub hW hr, ← div_div, div_left_inj' hW.ne']
  constructor
  · intro he
    have hf : (R₂ + 2 * R₁ - 3 * r) ^ 2 * (4 * (R₂ - R₁) - 3 * (r - R₁)) = 0 := by
      linear_combination (-27) * he
    rcases mul_eq_zero.1 hf with h0 | h0
    · have h3 := pow_eq_zero_iff (two_ne_zero) |>.1 h0
      linarith
    · linarith
  · intro he
    rw [he]
    ring
```

## (f) A set of parameters that reaches it

Take R₁ = 1, R₂ = 4 and ω = δ = 2 in common units. Show that r = 2 is a decay rate and that

T − 2 = 4(4 − 1)³/(27(2² + 2²)).

**Solution.** The secular equation reads 4·(−1) + 2·4 + (−1)·4 = 0, so 2 is a decay rate. The formula gives T = (4 + 16)/8 = 5/2, and both sides of the target are 1/2. The constant 4/27 in (d) can therefore not be lowered.

Both computations are done by `norm_num`, the first after rewriting with (a).

```lean
/-- With `R₁ = 1`, `R₂ = 4` and `ω = δ = 2`, the rate `2` is a decay rate and the error of the
tilted-frame formula equals the upper bound. -/
theorem tiltedRate_error_sharp : IsDecayRate 1 4 2 2 2 ∧
    tiltedRate 1 4 2 2 - 2 = 4 * (4 - 1) ^ 3 / (27 * (2 ^ 2 + 2 ^ 2)) := by
  constructor
  · rw [isDecayRate_iff]
    norm_num
  · norm_num [tiltedRate]
```

## (g) Strict overestimation

Let R₁ < R₂, ω ≠ 0 and δ ≠ 0. Show that every decay rate satisfies

r < T.

**Solution.** At r = R₁ the left side of the secular equation is Dω² > 0, and at r = R₂ it is −Dδ² < 0. Neither end point is a root, so R₁ < r < R₂ by (b), and the error in (c) is positive.

The end points are excluded in `h3` and `h4`, and `hpos` is the positive error. On resonance, δ = 0, the value r = R₂ is a decay rate and T reproduces it exactly if ω ≠ 0.

```lean
/-- If `R₁ < R₂` and both the lock amplitude and the offset are nonzero, the tilted-frame
formula strictly overestimates every real decay rate. -/
theorem lt_tiltedRate (h : R₁ < R₂) (hω : ω ≠ 0) (hδ : δ ≠ 0)
    (hr : IsDecayRate R₁ R₂ ω δ r) : r < tiltedRate R₁ R₂ ω δ := by
  obtain ⟨h1, h2⟩ := decayRate_mem_Icc h.le hr
  have hs := isDecayRate_iff.1 hr
  have hω2 : 0 < ω ^ 2 := by positivity
  have hδ2 : 0 < δ ^ 2 := by positivity
  -- the secular equation excludes both end points
  have h3 : R₁ < r := by
    refine lt_of_le_of_ne h1 fun he => ?_
    rw [← he] at hs
    nlinarith [mul_pos (sub_pos.2 h) hω2]
  have h4 : r < R₂ := by
    refine lt_of_le_of_ne h2 fun he => ?_
    rw [he] at hs
    nlinarith [mul_pos (sub_pos.2 h) hδ2]
  have hpos : 0 < (R₂ - r) ^ 2 * (r - R₁) / (ω ^ 2 + δ ^ 2) :=
    div_pos (mul_pos (pow_pos (sub_pos.2 h4) 2) (sub_pos.2 h3)) (add_pos hω2 hδ2)
  rw [← tiltedRate_sub (add_pos hω2 hδ2) hr] at hpos
  linarith
```

## (h) Existence of a real decay rate

Let R₁ ≤ R₂. Show that for all real ω and δ

there is a real r with A m = −r m for some m ≠ 0.

**Solution.** The left side of the secular equation is continuous in r. It equals Dω² ≥ 0 at R₁ and −Dδ² ≤ 0 at R₂, so it vanishes somewhere between them by the intermediate value theorem. By (a) that root is a decay rate.

The end-point values are `h1` and `h0`. `intermediate_value_Icc'` is the version of the theorem for a function that goes from the higher value to the lower.

```lean
/-- If `R₁ ≤ R₂`, the Bloch matrix has at least one real decay rate. -/
theorem exists_decayRate (h : R₁ ≤ R₂) (ω δ : ℝ) : ∃ r, IsDecayRate R₁ R₂ ω δ r := by
  have hc : Continuous (fun r : ℝ =>
      (R₂ - r) ^ 2 * (R₁ - r) + (R₂ - r) * ω ^ 2 + (R₁ - r) * δ ^ 2) := by fun_prop
  -- the secular polynomial changes sign between `R₁` and `R₂`
  have h0 : (R₂ - R₂) ^ 2 * (R₁ - R₂) + (R₂ - R₂) * ω ^ 2 + (R₁ - R₂) * δ ^ 2 ≤ 0 := by
    nlinarith [mul_nonneg (sub_nonneg.2 h) (sq_nonneg δ)]
  have h1 : 0 ≤ (R₂ - R₁) ^ 2 * (R₁ - R₁) + (R₂ - R₁) * ω ^ 2 + (R₁ - R₁) * δ ^ 2 := by
    nlinarith [mul_nonneg (sub_nonneg.2 h) (sq_nonneg ω)]
  obtain ⟨r, -, hr⟩ := intermediate_value_Icc' h hc.continuousOn ⟨h0, h1⟩
  exact ⟨r, isDecayRate_iff.2 hr⟩
```

## (i) A single locked rate

Let R₁ ≤ R₂. Show that there is exactly one decay rate if

(R₂ − R₁)² ≤ 3W².

**Solution.** Existence is (h). Let r and s be decay rates, with x = r − R₁ and y = s − R₁. In these variables the secular equation for r is

x(D − x)² + W²x = Dω²,

and the same holds for y. Subtracting gives (x − y)Q = 0 with

Q = W² + D² − 2D(x + y) + x² + xy + y².

Completing squares,

Q = (W² − D²/3) + (3/4)(x + y − 4D/3)² + (x − y)²/4.

If x ≠ y, the last term is positive and the others are nonnegative, so Q > 0 and the product cannot vanish. Hence r = s.

The factored difference is `hf`, and the final `nlinarith` receives the completed square. The condition says that the effective field is not small compared with the difference of the relaxation rates; one may then speak of the locked decay rate. In (f) it reads 9 ≤ 24, so 2 is the only decay rate there.

```lean
/-- If `R₁ ≤ R₂` and the effective field satisfies `(R₂ - R₁)² ≤ 3 (ω² + δ²)`, there is exactly
one real decay rate. -/
theorem existsUnique_decayRate (h : R₁ ≤ R₂)
    (hW : (R₂ - R₁) ^ 2 ≤ 3 * (ω ^ 2 + δ ^ 2)) : ∃! r, IsDecayRate R₁ R₂ ω δ r := by
  obtain ⟨r, hr⟩ := exists_decayRate h ω δ
  refine ⟨r, hr, fun s hs => ?_⟩
  have er := isDecayRate_iff.1 hr
  have es := isDecayRate_iff.1 hs
  by_contra hne
  have hd : r - s ≠ 0 := fun h0 => hne (by linarith)
  -- divide the difference of the two secular equations by `r - s`
  have hf : (r - s) * (ω ^ 2 + δ ^ 2 + ((R₂ - R₁) ^ 2
      - 2 * (R₂ - R₁) * ((r - R₁) + (s - R₁))
      + (r - R₁) ^ 2 + (r - R₁) * (s - R₁) + (s - R₁) ^ 2)) = 0 := by
    linear_combination es - er
  have hq := (mul_eq_zero.1 hf).resolve_left hd
  have hp : 0 < (r - s) ^ 2 := by positivity
  nlinarith [sq_nonneg ((r - R₁) + (s - R₁) - 4 * (R₂ - R₁) / 3)]

end

end OffResonanceSpinLock
```

```lean
#print axioms OffResonanceSpinLock.tiltedRate_error_bounds
-- 'OffResonanceSpinLock.tiltedRate_error_bounds' depends on axioms: [propext, Classical.choice, Quot.sound]
#print axioms OffResonanceSpinLock.tiltedRate_error_eq_max_iff
-- 'OffResonanceSpinLock.tiltedRate_error_eq_max_iff' depends on axioms: [propext, Classical.choice, Quot.sound]
#print axioms OffResonanceSpinLock.lt_tiltedRate
-- 'OffResonanceSpinLock.lt_tiltedRate' depends on axioms: [propext, Classical.choice, Quot.sound]
#print axioms OffResonanceSpinLock.existsUnique_decayRate
-- 'OffResonanceSpinLock.existsUnique_decayRate' depends on axioms: [propext, Classical.choice, Quot.sound]
```
